# Every energy in a finite-dimensional spectral gap is a Rayleigh quotient, but its residual is at least the distance to the nearer edge

Before accepting an interior energy from a variational calculation, compute its residual. For a Hermitian operator \(H\) on a finite-dimensional space, a unit trial vector \(v\) and a trial energy \(\theta\), this is \(\|Hv-\theta v\|\). The energy alone is not enough: if \(a<b\) are neighbouring eigenvalues, any \(\theta\) between them is the Rayleigh quotient \(\langle v,Hv\rangle\) of some unit vector. The residual, however, cannot fall below the distance from \(\theta\) to the nearer of \(a\) and \(b\).

This applies to interior eigenvalues in electronic structure, such as those on either side of the gap of a fixed, finite Fock matrix in an orthonormal basis. "Spectral pollution" usually means spurious values that persist as the basis for an infinite-dimensional operator grows. The theorems below concern individual trial vectors of one fixed operator, and their residual bounds require finite dimension.

## The operator, the gap and the residual

```lean
import Mathlib

open scoped InnerProductSpace

namespace SpectralPollution

variable {E : Type*} [NormedAddCommGroup E] [InnerProductSpace ℂ E]
```

`E` is a complex inner product space, the space of states. Lean's inner product is conjugate-linear in its first argument, as in Dirac notation. Finite dimension is not assumed yet; theorems that need it say so.

```lean
/-- The real numbers `a < b` are eigenvalues of `H`, and no eigenvalue of `H` lies strictly
between them. -/
structure SpectralGap (H : E →ₗ[ℂ] E) (a b : ℝ) : Prop where
  lt : a < b
  lower : Module.End.HasEigenvalue H (a : ℂ)
  upper : Module.End.HasEigenvalue H (b : ℂ)
  empty : ∀ μ : ℝ, Module.End.HasEigenvalue H (μ : ℂ) → μ ≤ a ∨ b ≤ μ
```

`H : E →ₗ[ℂ] E` is a linear operator. `SpectralGap H a b` collects four conditions: \(a<b\), both numbers are eigenvalues, and every real eigenvalue \(\mu\) satisfies \(\mu\le a\) or \(b\le\mu\). The notation `(a : ℂ)` regards the real number \(a\) as complex. Either eigenvalue may be degenerate.

```lean
/-- The residual norm `‖H v - θ v‖` of a trial vector `v` and a trial energy `θ`. -/
noncomputable def residual (H : E →ₗ[ℂ] E) (θ : ℝ) (v : E) : ℝ :=
  ‖H v - (θ : ℂ) • v‖
```

This names the residual norm, \(r_\theta(v)=\|Hv-\theta v\|\). It has units of energy when \(v\) is normalised, a condition that the theorems state separately.

## A mixture with any energy in the gap

```lean
/-- Every real eigenvalue of `H` has an eigenvector of norm one. -/
theorem exists_unit_eigenvector {H : E →ₗ[ℂ] E} {a : ℝ}
    (h : Module.End.HasEigenvalue H (a : ℂ)) :
    ∃ u : E, ‖u‖ = 1 ∧ H u = (a : ℂ) • u := by
  obtain ⟨x, hx⟩ := h.exists_hasEigenvector
  refine ⟨((‖x‖ : ℂ)⁻¹) • x, ?_, ?_⟩
  · rw [norm_smul, norm_inv, Complex.norm_real, norm_norm,
      inv_mul_cancel₀ (norm_ne_zero_iff.mpr hx.2)]
  · rw [map_smul, hx.apply_eq_smul, smul_comm]
```

In a Lean theorem, the hypotheses stand in brackets, the claim follows the first colon outside them, and the proof begins after `:= by`. Here an eigenvector \(x\neq0\) is replaced by \(x/\|x\|\), which has norm one and the same eigenvalue.

```lean
/-- For orthogonal unit vectors `u`, `w` and real amplitudes `p`, `q`, the squared norm of
`p u + q w` is `p² + q²`. -/
theorem norm_sq_mixture {u w : E} (hu : ‖u‖ = 1) (hw : ‖w‖ = 1) (huw : ⟪u, w⟫_ℂ = 0)
    (p q : ℝ) : ‖(p : ℂ) • u + (q : ℂ) • w‖ ^ 2 = p ^ 2 + q ^ 2 := by
  have h0 : ⟪(p : ℂ) • u, (q : ℂ) • w⟫_ℂ = 0 := by
    rw [inner_smul_left, inner_smul_right, huw, mul_zero, mul_zero]
  rw [norm_add_sq (𝕜 := ℂ), h0, norm_smul, norm_smul, hu, hw, Complex.norm_real,
    Complex.norm_real, Real.norm_eq_abs, Real.norm_eq_abs, mul_one, mul_one, sq_abs, sq_abs]
  simp
```

For orthogonal unit vectors \(u,w\) and real \(p,q\), the cross term vanishes:
\[
\|pu+qw\|^2=p^2+q^2+2\,\mathrm{Re}\,\langle pu,qw\rangle=p^2+q^2 .
\]

```lean
/-- For a symmetric `H` with a spectral gap from `a` to `b`, every `θ` in `[a, b]` is the Rayleigh
quotient of a unit vector whose squared residual is `(θ - a) (b - θ)`. -/
theorem exists_polluting_vector {H : E →ₗ[ℂ] E} (hH : H.IsSymmetric) {a b θ : ℝ}
    (gap : SpectralGap H a b) (ha : a ≤ θ) (hb : θ ≤ b) :
    ∃ v : E, ‖v‖ = 1 ∧ ⟪v, H v⟫_ℂ = (θ : ℂ) ∧
      residual H θ v ^ 2 = (θ - a) * (b - θ) := by
  obtain ⟨u, hu, hHu⟩ := exists_unit_eigenvector gap.lower
  obtain ⟨w, hw, hHw⟩ := exists_unit_eigenvector gap.upper
  have hba : 0 < b - a := sub_pos.mpr gap.lt
  -- eigenvectors of different eigenvalues are orthogonal
  have huw : ⟪u, w⟫_ℂ = 0 := by
    have h := hH u w
    rw [hHu, hHw, inner_smul_left, inner_smul_right, Complex.conj_ofReal] at h
    have hne : (a : ℂ) - (b : ℂ) ≠ 0 :=
      sub_ne_zero.mpr (fun h' => gap.lt.ne (Complex.ofReal_injective h'))
    have hz : ((a : ℂ) - (b : ℂ)) * ⟪u, w⟫_ℂ = 0 := by linear_combination h
    exact (mul_eq_zero.mp hz).resolve_left hne
  have hwu : ⟪w, u⟫_ℂ = 0 := inner_eq_zero_symm.mp huw
  -- amplitudes with total weight one and mean energy θ
  obtain ⟨c, s, h1, h2⟩ : ∃ c s : ℝ, c ^ 2 + s ^ 2 = 1 ∧ a * c ^ 2 + b * s ^ 2 = θ := by
    refine ⟨√((b - θ) / (b - a)), √((θ - a) / (b - a)), ?_, ?_⟩ <;>
      rw [Real.sq_sqrt (div_nonneg (sub_nonneg.mpr hb) hba.le),
        Real.sq_sqrt (div_nonneg (sub_nonneg.mpr ha) hba.le)] <;>
      have hne := hba.ne' <;> field_simp <;> ring
  have hHv : H ((c : ℂ) • u + (s : ℂ) • w)
      = (c : ℂ) • (a : ℂ) • u + (s : ℂ) • (b : ℂ) • w := by
    rw [map_add, map_smul, map_smul, hHu, hHw]
  refine ⟨(c : ℂ) • u + (s : ℂ) • w, ?_, ?_, ?_⟩
  · have h := norm_sq_mixture hu hw huw c s
    rw [h1] at h
    nlinarith [norm_nonneg ((c : ℂ) • u + (s : ℂ) • w)]
  · have huu : ⟪u, u⟫_ℂ = 1 := by rw [inner_self_eq_norm_sq_to_K, hu]; simp
    have hww : ⟪w, w⟫_ℂ = 1 := by rw [inner_self_eq_norm_sq_to_K, hw]; simp
    have h2' : (a : ℂ) * (c : ℂ) ^ 2 + (b : ℂ) * (s : ℂ) ^ 2 = (θ : ℂ) := by
      exact_mod_cast h2
    rw [hHv]
    simp only [inner_add_left, inner_add_right, inner_smul_left, inner_smul_right,
      Complex.conj_ofReal, huu, hww, huw, hwu]
    linear_combination h2'
  · have hres : H ((c : ℂ) • u + (s : ℂ) • w) - (θ : ℂ) • ((c : ℂ) • u + (s : ℂ) • w)
        = ((c * (a - θ) : ℝ) : ℂ) • u + ((s * (b - θ) : ℝ) : ℂ) • w := by
      rw [hHv]
      push_cast
      module
    rw [residual, hres, norm_sq_mixture hu hw huw]
    linear_combination (a + b - 2 * θ) * h2 + (θ ^ 2 - a * b) * h1
```

The hypothesis `H.IsSymmetric` says \(\langle Hx,y\rangle=\langle x,Hy\rangle\) for all \(x,y\), the Hermitian property. Take unit eigenvectors \(Hu=au\) and \(Hw=bw\). Then
\[
a\langle u,w\rangle=\langle Hu,w\rangle=\langle u,Hw\rangle=b\langle u,w\rangle ,
\]
so \(\langle u,w\rangle=0\), because \(a\ne b\). Now choose \(c,s\ge0\) with
\[
c^2=\frac{b-\theta}{b-a},\qquad s^2=\frac{\theta-a}{b-a}.
\]
These weights satisfy \(c^2+s^2=1\) and \(ac^2+bs^2=\theta\), which are `h1` and `h2` in the proof. Hence \(v=cu+sw\) is a unit vector, and
\[
\langle v,Hv\rangle=ac^2+bs^2=\theta .
\]
Its residual vector is \(c(a-\theta)u+s(b-\theta)w\), so
\[
\begin{aligned}
r_\theta(v)^2&=c^2(a-\theta)^2+s^2(b-\theta)^2\\
&=(a+b-2\theta)(ac^2+bs^2)+(\theta^2-ab)(c^2+s^2)\\
&=(\theta-a)(b-\theta).
\end{aligned}
\]
The last `linear_combination` uses exactly the two coefficients in the middle line. The construction needs only the two eigenvalues, not the absence of others between them.

## What a residual says about the spectrum

```lean
/-- In finite dimension, a symmetric `H` has an eigenvalue whose distance from `θ` is at most the
residual of any unit vector at `θ`. -/
theorem exists_eigenvalue_near [FiniteDimensional ℂ E] {H : E →ₗ[ℂ] E} (hH : H.IsSymmetric)
    (θ : ℝ) {v : E} (hv : ‖v‖ = 1) :
    ∃ μ : ℝ, Module.End.HasEigenvalue H (μ : ℂ) ∧ |μ - θ| ≤ residual H θ v := by
  obtain ⟨B, lam, hB, hlam⟩ : ∃ (B : OrthonormalBasis (Fin (Module.finrank ℂ E)) ℂ E)
      (lam : Fin (Module.finrank ℂ E) → ℝ),
      (∀ i, B.repr (H v) i = (lam i : ℂ) * B.repr v i) ∧
        ∀ i, Module.End.HasEigenvalue H (lam i : ℂ) :=
    ⟨hH.eigenvectorBasis rfl, hH.eigenvalues rfl,
      fun i => hH.eigenvectorBasis_apply_self_apply rfl v i,
      fun i => hH.hasEigenvalue_eigenvalues rfl i⟩
  have hv0 : v ≠ 0 := norm_ne_zero_iff.mp (by rw [hv]; exact one_ne_zero)
  have : Nontrivial E := ⟨v, 0, hv0⟩
  have : Nonempty (Fin (Module.finrank ℂ E)) := ⟨⟨0, Module.finrank_pos⟩⟩
  -- the eigenvalue closest to θ
  obtain ⟨k, hk⟩ := Finite.exists_min (fun i => (lam i - θ) ^ 2)
  refine ⟨lam k, hlam k, abs_le_of_sq_le_sq ?_ (norm_nonneg _)⟩
  have hone : ∑ i, ‖B.repr v i‖ ^ 2 = 1 := by
    rw [← EuclideanSpace.norm_sq_eq, B.repr.norm_map, hv, one_pow]
  have hr : residual H θ v ^ 2 = ∑ i, (lam i - θ) ^ 2 * ‖B.repr v i‖ ^ 2 := by
    rw [residual, ← B.repr.norm_map, EuclideanSpace.norm_sq_eq]
    refine Finset.sum_congr rfl fun i _ => ?_
    have hi : B.repr (H v - (θ : ℂ) • v) i = ((lam i - θ : ℝ) : ℂ) * B.repr v i := by
      rw [map_sub, map_smul, PiLp.sub_apply, PiLp.smul_apply, hB, smul_eq_mul]
      push_cast
      ring
    rw [hi, norm_mul, Complex.norm_real, Real.norm_eq_abs, mul_pow, sq_abs]
  calc (lam k - θ) ^ 2 = ∑ i, (lam k - θ) ^ 2 * ‖B.repr v i‖ ^ 2 := by
        rw [← Finset.mul_sum, hone, mul_one]
    _ ≤ ∑ i, (lam i - θ) ^ 2 * ‖B.repr v i‖ ^ 2 :=
        Finset.sum_le_sum fun i _ => mul_le_mul_of_nonneg_right (hk i) (sq_nonneg _)
    _ = residual H θ v ^ 2 := hr.symm
```

`FiniteDimensional ℂ E` now supplies an orthonormal eigenbasis \(e_i\) with real eigenvalues \(\lambda_i\), called `B` and `lam` in the code. Write \(x_i=\langle e_i,v\rangle\), which is `B.repr v i`. Since \(v\) is a unit vector, \(\sum_i|x_i|^2=1\). Let \(\lambda_k\) be an eigenvalue closest to \(\theta\). Then
\[
r_\theta(v)^2=\sum_i(\lambda_i-\theta)^2|x_i|^2
\ge(\lambda_k-\theta)^2\sum_i|x_i|^2=(\lambda_k-\theta)^2 .
\]
Taking square roots gives \(|\lambda_k-\theta|\le r_\theta(v)\). The `calc` block is this chain, read from right to left. A residual \(r\) therefore guarantees an eigenvalue in \([\theta-r,\theta+r]\), whether or not \(\theta\) is the Rayleigh quotient of \(v\).

```lean
/-- In finite dimension, if a symmetric `H` has a spectral gap from `a` to `b`, the residual of
every unit vector at `θ` is at least `min (θ - a) (b - θ)`. -/
theorem min_le_residual [FiniteDimensional ℂ E] {H : E →ₗ[ℂ] E} (hH : H.IsSymmetric)
    {a b : ℝ} (gap : SpectralGap H a b) (θ : ℝ) {v : E} (hv : ‖v‖ = 1) :
    min (θ - a) (b - θ) ≤ residual H θ v := by
  obtain ⟨μ, hμ, hd⟩ := exists_eigenvalue_near hH θ hv
  obtain ⟨h1, h2⟩ := abs_le.mp hd
  rcases gap.empty μ hμ with h | h
  · exact (min_le_left _ _).trans (by linarith)
  · exact (min_le_right _ _).trans (by linarith)
```

Let \(\mu\) be the eigenvalue just found. By the gap condition, there are two cases:
\[
\mu\le a:\quad \theta-a\le\theta-\mu\le r_\theta(v),
\qquad
b\le\mu:\quad b-\theta\le\mu-\theta\le r_\theta(v).
\]
Either way, \(r_\theta(v)\ge\min(\theta-a,b-\theta)\). In Lean, `rcases` separates the cases and `linarith` checks the inequalities.

```lean
/-- Let a symmetric `H` in finite dimension have a spectral gap from `a` to `b`, and let
`a < θ < b`. Then `θ` is the Rayleigh quotient of some unit vector, while all unit vectors have
residual at least `min (θ - a) (b - θ)`, which is positive. -/
theorem spectral_pollution [FiniteDimensional ℂ E] {H : E →ₗ[ℂ] E} (hH : H.IsSymmetric)
    {a b θ : ℝ} (gap : SpectralGap H a b) (ha : a < θ) (hb : θ < b) :
    (∃ v : E, ‖v‖ = 1 ∧ ⟪v, H v⟫_ℂ = (θ : ℂ)) ∧
      0 < min (θ - a) (b - θ) ∧
      ∀ v : E, ‖v‖ = 1 → min (θ - a) (b - θ) ≤ residual H θ v := by
  obtain ⟨v, hv, hθ, -⟩ := exists_polluting_vector hH gap ha.le hb.le
  exact ⟨⟨v, hv, hθ⟩, lt_min (sub_pos.mpr ha) (sub_pos.mpr hb),
    fun _ hw => min_le_residual hH gap θ hw⟩
```

For \(a<\theta<b\), the main theorem joins three statements: some unit vector has Rayleigh quotient \(\theta\), the minimum is positive, and every unit vector has a residual at least that large. The last statement includes the vector that produced the misleading energy.

In use, the edges need not be known: by `exists_eigenvalue_near`, a unit vector with a small residual at \(\theta\) shows that \(\theta\) is close to an eigenvalue. The converse inference fails: a large residual does not show that \(\theta\) is far from an eigenvalue, since a poor trial vector can have an accurate energy by accident.

## Which vectors attain the bounds

```lean
/-- For `θ` in `[a, b]`, where `H` has a spectral gap from `a` to `b`, some unit vector has
residual exactly `min (θ - a) (b - θ)`. -/
theorem exists_residual_eq_min {H : E →ₗ[ℂ] E} {a b θ : ℝ} (gap : SpectralGap H a b)
    (ha : a ≤ θ) (hb : θ ≤ b) :
    ∃ v : E, ‖v‖ = 1 ∧ residual H θ v = min (θ - a) (b - θ) := by
  -- the residual of an eigenvector is the distance of its eigenvalue from θ
  have key : ∀ (μ : ℝ) (u : E), ‖u‖ = 1 → H u = (μ : ℂ) • u →
      residual H θ u = |μ - θ| := by
    intro μ u hu hHu
    rw [residual, hHu, ← sub_smul, norm_smul, hu, mul_one, ← Complex.ofReal_sub,
      Complex.norm_real, Real.norm_eq_abs]
  rcases le_total (θ - a) (b - θ) with h | h
  · obtain ⟨u, hu, hHu⟩ := exists_unit_eigenvector gap.lower
    refine ⟨u, hu, ?_⟩
    rw [key a u hu hHu, min_eq_left h, abs_of_nonpos (by linarith), neg_sub]
  · obtain ⟨w, hw, hHw⟩ := exists_unit_eigenvector gap.upper
    refine ⟨w, hw, ?_⟩
    rw [key b w hw hHw, min_eq_right h, abs_of_nonneg (by linarith)]
```

A unit eigenvector with eigenvalue \(\mu\) has residual \(|\mu-\theta|\) at \(\theta\). Choosing the nearer edge, \(\mu=a\) or \(\mu=b\), gives exactly the minimum, so the general bound is sharp. For \(\theta\) strictly inside the gap, this eigenvector's own Rayleigh quotient is the edge energy, not \(\theta\).

```lean
/-- In finite dimension, let a symmetric `H` have a spectral gap from `a` to `b`. If `θ` is the
Rayleigh quotient of the unit vector `v`, the squared residual is at least `(θ - a) (b - θ)`. -/
theorem mul_le_residual_sq [FiniteDimensional ℂ E] {H : E →ₗ[ℂ] E} (hH : H.IsSymmetric)
    {a b θ : ℝ} (gap : SpectralGap H a b) {v : E} (hv : ‖v‖ = 1)
    (hθ : ⟪v, H v⟫_ℂ = (θ : ℂ)) :
    (θ - a) * (b - θ) ≤ residual H θ v ^ 2 := by
  -- Pythagoras: moving the trial energy to the midpoint adds the squared shift
  have hpyth : residual H ((a + b) / 2) v ^ 2
      = residual H θ v ^ 2 + (θ - (a + b) / 2) ^ 2 := by
    have hvv : ⟪v, v⟫_ℂ = 1 := by rw [inner_self_eq_norm_sq_to_K, hv]; simp
    have horth : ⟪((θ - (a + b) / 2 : ℝ) : ℂ) • v, H v - (θ : ℂ) • v⟫_ℂ = 0 := by
      rw [inner_smul_left, inner_sub_right, inner_smul_right, hθ, hvv, mul_one, sub_self,
        mul_zero]
    have hsplit : H v - (((a + b) / 2 : ℝ) : ℂ) • v
        = ((θ - (a + b) / 2 : ℝ) : ℂ) • v + (H v - (θ : ℂ) • v) := by
      rw [Complex.ofReal_sub, sub_smul]
      abel
    rw [residual, residual, hsplit, norm_add_sq (𝕜 := ℂ), horth, norm_smul, hv, mul_one,
      Complex.norm_real, Real.norm_eq_abs, sq_abs, map_zero]
    ring
  -- the residual at the midpoint is at least half the gap
  have hmid : (b - a) / 2 ≤ residual H ((a + b) / 2) v :=
    (le_min (by linarith) (by linarith)).trans (min_le_residual hH gap ((a + b) / 2) hv)
  have hpos : 0 ≤ (b - a) / 2 := by linarith [gap.lt]
  have hsq := pow_le_pow_left₀ hpos hmid 2
  nlinarith [hsq, hpyth]

end SpectralPollution
```

Requiring \(\theta=\langle v,Hv\rangle\) gives a stronger bound inside the gap, except at the midpoint, where the two bounds agree. Let \(m=(a+b)/2\) and split
\[
Hv-mv=(\theta-m)v+(Hv-\theta v).
\]
The two parts are orthogonal, because \(\langle v,Hv-\theta v\rangle=\theta-\theta=0\). Pythagoras, `hpyth` in the code, and the previous bound at the midpoint, `hmid`, give
\[
r_\theta(v)^2+(\theta-m)^2=r_m(v)^2\ge\left(\frac{b-a}{2}\right)^2 .
\]
Rearranging,
\[
r_\theta(v)^2\ge\left(\frac{b-a}{2}\right)^2-(\theta-m)^2=(\theta-a)(b-\theta).
\]
The mixture \(cu+sw\) attains equality. For a Rayleigh quotient in the gap, the smallest possible residual is thus \(\sqrt{(\theta-a)(b-\theta)}\), the geometric mean of the distances to the two edges.

```lean
#print axioms SpectralPollution.spectral_pollution
-- 'SpectralPollution.spectral_pollution' depends on axioms: [propext, Classical.choice, Quot.sound]
#print axioms SpectralPollution.exists_residual_eq_min
-- 'SpectralPollution.exists_residual_eq_min' depends on axioms: [propext, Classical.choice, Quot.sound]
#print axioms SpectralPollution.mul_le_residual_sq
-- 'SpectralPollution.mul_le_residual_sq' depends on axioms: [propext, Classical.choice, Quot.sound]
```
